# With integer number eigenvalues, a mean of $K+x$ forces a number variance of at least $x(1-x)$

A stretched diatomic in my variational 2-RDM calculation ends up with a fractional electron number on each atom, and my consistency check lets it through. I compute the variance of one fragment's electron number and ask only that it not be negative. Suppose the mean is 6.3 and the variance is zero. The check passes, yet no measurement of an electron count can return 6.3 every time. How large must the variance be at a fractional mean, and which states reach the minimum?

## The spread that integer counts require

At mean $K+x$, with $K$ an integer and $0\le x\le 1$, the variance must be at least $x(1-x)$. Your example needs at least $0.3\times 0.7=0.21$. The minimum is reached exactly by states that contain only the sectors with $K$ and $K+1$ electrons.

Let $N$ be the fragment number operator, a Hermitian matrix with integer eigenvalues, and $\rho$ a density matrix. Write $\langle A\rangle=\mathrm{Tr}(\rho A)$ and $G=(N-K)(N-K-1)$. With $\langle N\rangle=K+x$ and $\mathrm{Tr}\,\rho=1$,

$$\langle G\rangle=\langle N^2\rangle-(2K+1)(K+x)+K(K+1)=\langle N^2\rangle-K^2-2Kx-x.$$

On the other side,

$$\mathrm{Var}\,N-x(1-x)=\langle N^2\rangle-(K+x)^2-x+x^2=\langle N^2\rangle-K^2-2Kx-x.$$

So the excess of the variance over $x(1-x)$ is exactly $\langle G\rangle$.

On an eigenvector of $N$ with eigenvalue $m$, $G$ has the value $(m-K)(m-K-1)$. If $m\le K$, both factors are at most zero; if $m\ge K+1$, both are at least zero. There is no integer in between, so $G$ has no negative eigenvalue and can be written $G=B^\dagger B$. Likewise $\rho=C^\dagger C$. By cyclicity of the trace,

$$\langle G\rangle=\mathrm{Tr}\big[(BC^\dagger)^\dagger(BC^\dagger)\big]=\sum_{ij}\big|(BC^\dagger)_{ij}\big|^2\ge 0.$$

If this vanishes, then $BC^\dagger=0$ and $G\rho=B^\dagger(BC^\dagger)C=0$. Conversely, $G\rho=0$ gives $\langle G\rangle=0$. The condition $G\rho=0$ says that $G$ annihilates every column of $\rho$. Since $G$ is zero only on the eigenvectors of $N$ with eigenvalue $K$ or $K+1$ and their combinations, $\rho$ contains no other sector.

The bound is attained by $N=\mathrm{diag}(K,K+1)$ and $\rho=\mathrm{diag}(1-x,x)$: here $\langle N^2\rangle=K^2+2Kx+x$, and subtracting $(K+x)^2$ leaves $x(1-x)$.

Your check fails because the moments $\langle N\rangle=K+x$ and $\langle N^2\rangle=(K+x)^2$ give, for all real $a,b$,

$$\langle(a+bN)^2\rangle=\big(a+b(K+x)\big)^2\ge 0.$$

Every test of this type passes, although the variance is zero and, for $0<x<1$, it should be at least $x(1-x)>0$.

The smallest interesting case is a single spin orbital, with $N=\mathrm{diag}(0,1)$ and $K=0$. Then $N^2=N$, and every state with mean $x$ has variance exactly $x(1-x)$.

The spectrum matters. Take the $1\times1$ matrices $N=(1/2)$ and $\rho=(1)$, with $K=0$ and $x=1/2$: the variance is $0$, below $1/4$. In the same way, an eigenstate of $N$ with any eigenvalue strictly between $K$ and $K+1$ has zero variance and violates the bound, so such eigenvalues have to be excluded.

## How the matrices represent the fragment

In the Lean file, `n` is a finite index set for the many-electron basis states. `IsDensity ρ` says that `ρ` is positive semidefinite with unit trace. `IntegerSpectrum N` says that whenever a nonzero vector satisfies `N *ᵥ v = μ • v`, the number `μ` is an integer. This stands for counting whole electrons, as when the fragment is a set of orthonormal spin orbitals; a fragment defined by fractional spatial weights need not satisfy it. Negative integers are allowed too.

`expect ρ A` is the real part of $\mathrm{Tr}(\rho A)$, which loses nothing for Hermitian `A`. `variance` is $\langle N^2\rangle-\langle N\rangle^2$, and `sectorGap N K` is $G$.

The main theorem, `variance_bound`, takes any integer `K` and real `x` with `expect ρ N = K + x`. It gives the inequality and the equivalence of equality with `sectorGap N K * ρ = 0`. It does not require $0\le x\le1$, but outside that interval $x(1-x)$ is negative and the inequality says less than nonnegativity of the variance. `variance_bound_witness` supplies the two-sector mixture for $0\le x\le 1$. `nonneg_variance_insufficient` states, for $0<x<1$, that the zero-variance moments pass the quadratic tests but belong to no density matrix of any finite dimension with such an `N`.

No Hamiltonian, dissociation curve or 2-RDM appears in the file. For the number operator of a set of orthonormal spin orbitals in a finite basis, the 2-RDM at a fixed total electron number of at least two determines both moments, so $\langle G\rangle\ge0$ can serve there as a necessary condition. A fractional mean with enough spread still satisfies it.

```lean
import Mathlib

open Matrix
open scoped ComplexOrder

namespace FractionalChargeVariance

noncomputable section

variable {n : Type*} [Fintype n] [DecidableEq n]

/-- A density matrix: positive semidefinite with unit trace. -/
structure IsDensity (ρ : Matrix n n ℂ) : Prop where
  pos : ρ.PosSemidef
  tr : ρ.trace = 1

/-- Every eigenvalue of the matrix `N` is an integer. -/
def IntegerSpectrum (N : Matrix n n ℂ) : Prop :=
  ∀ (μ : ℂ) (v : n → ℂ), v ≠ 0 → N *ᵥ v = μ • v → ∃ m : ℤ, μ = m

/-- The expectation value of `A` in the state `ρ`, the real part of `Tr (ρ A)`. -/
def expect (ρ A : Matrix n n ℂ) : ℝ := (ρ * A).trace.re

/-- The number variance `⟨N²⟩ - ⟨N⟩²` in the state `ρ`. -/
def variance (ρ N : Matrix n n ℂ) : ℝ := expect ρ (N * N) - expect ρ N ^ 2

/-- The operator `(N - K)(N - K - 1)`. -/
def sectorGap (N : Matrix n n ℂ) (K : ℤ) : Matrix n n ℂ :=
  (N - (K : ℂ) • (1 : Matrix n n ℂ)) * (N - ((K : ℂ) + 1) • (1 : Matrix n n ℂ))

/-- A Hermitian matrix is diagonal, with its eigenvalues as entries, in some unitary frame. -/
theorem exists_eigenframe {A : Matrix n n ℂ} (hA : A.IsHermitian) :
    ∃ U : Matrix n n ℂ, Uᴴ * U = 1 ∧
      A * U = U * diagonal (fun i => (hA.eigenvalues i : ℂ)) := by
  refine ⟨hA.eigenvectorUnitary, mem_unitaryGroup_iff'.mp hA.eigenvectorUnitary.2, ?_⟩
  ext i j
  have h := congrFun (hA.mulVec_eigenvectorBasis j) i
  rw [Matrix.mul_diagonal]
  simpa [Matrix.mul_apply, Matrix.mulVec, dotProduct,
    Matrix.IsHermitian.eigenvectorUnitary_apply, mul_comm] using h

/-- A matrix that is diagonal with nonnegative entries in a unitary frame has the
form `B†B`. -/
theorem exists_factor {A U : Matrix n n ℂ} {q : n → ℝ} (hU : Uᴴ * U = 1)
    (hA : A * U = U * diagonal (fun i => (q i : ℂ))) (hq : ∀ i, 0 ≤ q i) :
    ∃ B : Matrix n n ℂ, A = Bᴴ * B := by
  have hU' : U * Uᴴ = 1 := mul_eq_one_comm.mp hU
  -- the square root is taken entry by entry in the frame
  let D : Matrix n n ℂ := diagonal (fun i => ((Real.sqrt (q i) : ℝ) : ℂ))
  have hD : D * D = diagonal (fun i => (q i : ℂ)) := by
    simp only [D]
    rw [diagonal_mul_diagonal]
    congr 1
    funext i
    rw [← Complex.ofReal_mul, Real.mul_self_sqrt (hq i)]
  have hDH : Dᴴ = D := by
    simp only [D]
    rw [diagonal_conjTranspose]
    congr 1
    funext i
    simp
  refine ⟨D * Uᴴ, ?_⟩
  calc A = A * U * Uᴴ := by rw [mul_assoc, hU', mul_one]
    _ = U * (D * D) * Uᴴ := by rw [hA, hD]
    _ = (D * Uᴴ)ᴴ * (D * Uᴴ) := by
      rw [conjTranspose_mul, conjTranspose_conjTranspose, hDH]
      simp only [mul_assoc]

/-- For a Hermitian `N` with integer eigenvalues, `(N - K)(N - K - 1)` has the form `B†B`
for every integer `K`. -/
theorem sectorGap_factor {N : Matrix n n ℂ} (hN : N.IsHermitian) (hZ : IntegerSpectrum N)
    (K : ℤ) : ∃ B : Matrix n n ℂ, sectorGap N K = Bᴴ * B := by
  obtain ⟨U, hU, hNU⟩ := exists_eigenframe hN
  have h (c : ℂ) : (N - c • (1 : Matrix n n ℂ)) * U =
      U * (diagonal (fun i => (hN.eigenvalues i : ℂ)) - c • (1 : Matrix n n ℂ)) := by
    rw [sub_mul, mul_sub, hNU]
    simp
  refine exists_factor (q := fun i => (hN.eigenvalues i - K) * (hN.eigenvalues i - (K + 1)))
    hU ?_ ?_
  · rw [sectorGap, mul_assoc, h, ← mul_assoc, h, mul_assoc]
    congr 1
    rw [smul_one_eq_diagonal, smul_one_eq_diagonal, diagonal_sub, diagonal_sub,
      diagonal_mul_diagonal]
    congr 1
    funext i
    push_cast
    ring
  · intro j
    -- column `j` of the frame is an eigenvector, so its eigenvalue is an integer
    have hv : U *ᵥ Pi.single j 1 ≠ 0 := by
      intro h0
      have h1 := congrArg (fun w => Uᴴ *ᵥ w) h0
      simp only [mulVec_mulVec, hU, one_mulVec, mulVec_zero] at h1
      simpa using congrFun h1 j
    have he : diagonal (fun i => (hN.eigenvalues i : ℂ)) *ᵥ Pi.single j 1 =
        (hN.eigenvalues j : ℂ) • (Pi.single j 1 : n → ℂ) := by
      funext i
      rw [mulVec_diagonal]
      by_cases hij : i = j
      · subst hij
        simp
      · simp [hij]
    obtain ⟨m, hm⟩ := hZ (hN.eigenvalues j : ℂ) _ hv (by
      rw [mulVec_mulVec, hNU, ← mulVec_mulVec, he, mulVec_smul])
    have hm' : hN.eigenvalues j = (m : ℝ) := by exact_mod_cast hm
    have hint : 0 ≤ (m - K) * (m - (K + 1)) := by
      rcases le_or_gt m K with h1 | h1
      · exact mul_nonneg_of_nonpos_of_nonpos (by omega) (by omega)
      · exact mul_nonneg (by omega) (by omega)
    simp only [hm']
    exact_mod_cast hint

/-- At mean number `K + x`, the excess of the variance over `x(1 - x)` is the expectation
value of `(N - K)(N - K - 1)`, for any `ρ` of unit trace. -/
theorem variance_sub_eq {ρ N : Matrix n n ℂ} (hρ : ρ.trace = 1) {K : ℤ} {x : ℝ}
    (hx : expect ρ N = K + x) :
    variance ρ N - x * (1 - x) = expect ρ (sectorGap N K) := by
  have hg : ρ * sectorGap N K = ρ * (N * N) - ((2 * K + 1 : ℝ) : ℂ) • (ρ * N)
      + ((K * (K + 1) : ℝ) : ℂ) • ρ := by
    simp only [sectorGap, sub_mul, mul_sub, smul_mul_assoc, mul_smul_comm, one_mul, mul_one]
    push_cast
    module
  have he : expect ρ (sectorGap N K) =
      expect ρ (N * N) - (2 * K + 1) * expect ρ N + K * (K + 1) := by
    unfold expect
    rw [hg, trace_add, trace_sub, trace_smul, trace_smul, hρ, smul_eq_mul, smul_eq_mul,
      Complex.add_re, Complex.sub_re, Complex.re_ofReal_mul, Complex.re_ofReal_mul,
      Complex.one_re, mul_one]
  rw [he, variance, hx]
  ring

/-- If a Hermitian number matrix `N` has only integer eigenvalues and a density matrix has
mean number `K + x` with `K` an integer, the number variance is at least `x(1 - x)`, with
equality exactly when `(N - K)(N - K - 1)ρ = 0`. -/
theorem variance_bound {ρ N : Matrix n n ℂ} (hN : N.IsHermitian) (hZ : IntegerSpectrum N)
    (hρ : IsDensity ρ) {K : ℤ} {x : ℝ} (hx : expect ρ N = K + x) :
    x * (1 - x) ≤ variance ρ N ∧
      (variance ρ N = x * (1 - x) ↔ sectorGap N K * ρ = 0) := by
  have hid := variance_sub_eq hρ.tr hx
  obtain ⟨B, hB⟩ := sectorGap_factor hN hZ K
  obtain ⟨U, hU, hρU⟩ := exists_eigenframe hρ.pos.isHermitian
  obtain ⟨C, hC⟩ := exists_factor hU hρU hρ.pos.eigenvalues_nonneg
  -- the excess variance is the squared Frobenius norm of `B C†`
  have key : (ρ * sectorGap N K).trace = ((B * Cᴴ)ᴴ * (B * Cᴴ)).trace := by
    rw [hB, hC, mul_assoc, trace_mul_comm, conjTranspose_mul, conjTranspose_conjTranspose]
    simp only [mul_assoc]
  have hpos := Complex.nonneg_iff.mp (posSemidef_conjTranspose_mul_self (B * Cᴴ)).trace_nonneg
  rw [← key] at hpos
  have h0 : 0 ≤ expect ρ (sectorGap N K) := hpos.1
  refine ⟨by linarith, fun h => ?_, fun h => ?_⟩
  · have hre : (ρ * sectorGap N K).trace.re = 0 := by
      change expect ρ (sectorGap N K) = 0
      linarith
    have ht : (ρ * sectorGap N K).trace = 0 := Complex.ext hre hpos.2.symm
    rw [key, trace_conjTranspose_mul_self_eq_zero_iff] at ht
    calc sectorGap N K * ρ = Bᴴ * (B * Cᴴ) * C := by
          rw [hB, hC]
          simp only [mul_assoc]
      _ = 0 := by rw [ht, mul_zero, zero_mul]
  · have hz : expect ρ (sectorGap N K) = 0 := by
      rw [expect, trace_mul_comm, h]
      simp
    linarith

/-- For `0 ≤ x ≤ 1`, the mixture of the sectors `K` and `K + 1` with weights `1 - x` and `x`
is a density matrix with mean number `K + x` and variance exactly `x(1 - x)`. -/
theorem variance_bound_witness (K : ℤ) {x : ℝ} (h0 : 0 ≤ x) (h1 : x ≤ 1) :
    let N : Matrix (Fin 2) (Fin 2) ℂ := diagonal ![(K : ℂ), (K : ℂ) + 1]
    let ρ : Matrix (Fin 2) (Fin 2) ℂ := diagonal ![((1 - x : ℝ) : ℂ), (x : ℂ)]
    N.IsHermitian ∧ IntegerSpectrum N ∧ IsDensity ρ ∧
      expect ρ N = K + x ∧ variance ρ N = x * (1 - x) := by
  intro N ρ
  have hmean : expect ρ N = K + x := by
    simp [expect, ρ, N, diagonal_mul_diagonal, trace_diagonal, Fin.sum_univ_two]
    ring
  have hsq : expect ρ (N * N) = (1 - x) * K ^ 2 + x * (K + 1) ^ 2 := by
    simp [expect, ρ, N, diagonal_mul_diagonal, trace_diagonal, Fin.sum_univ_two]
    ring
  refine ⟨?_, ?_, ⟨?_, ?_⟩, hmean, ?_⟩
  · ext i j
    fin_cases i <;> fin_cases j <;> simp [N]
  · intro μ v hv h
    obtain ⟨i, hi⟩ := Function.ne_iff.mp hv
    have hc := congrFun h i
    simp only [N, mulVec_diagonal, Pi.smul_apply, smul_eq_mul] at hc
    have hμ := mul_right_cancel₀ hi hc
    fin_cases i
    · exact ⟨K, by simpa using hμ.symm⟩
    · exact ⟨K + 1, by simpa using hμ.symm⟩
  · refine posSemidef_diagonal_iff.mpr fun i => ?_
    fin_cases i
    · exact Complex.zero_le_real.mpr (by linarith)
    · exact Complex.zero_le_real.mpr h0
  · simp [ρ, trace_diagonal, Fin.sum_univ_two]
  · rw [variance, hmean, hsq]
    ring

/-- For an integer `K` and `0 < x < 1`, the moments `⟨N⟩ = K + x` and `⟨N²⟩ = (K + x)²` make every
`⟨(a + bN)²⟩` with real `a` and `b` nonnegative, yet no density matrix has them for a Hermitian `N`
with integer eigenvalues. -/
theorem nonneg_variance_insufficient (K : ℤ) {x : ℝ} (h0 : 0 < x) (h1 : x < 1) :
    (∀ a b : ℝ, 0 ≤ a ^ 2 + 2 * a * b * (K + x) + b ^ 2 * (K + x) ^ 2) ∧
      ∀ (d : ℕ) (N ρ : Matrix (Fin d) (Fin d) ℂ), N.IsHermitian → IntegerSpectrum N →
        IsDensity ρ → ¬ (expect ρ N = K + x ∧ expect ρ (N * N) = (K + x) ^ 2) := by
  refine ⟨fun a b => ?_, ?_⟩
  · have h := sq_nonneg (a + b * (K + x))
    linarith
  · rintro d N ρ hN hZ hρ ⟨hm, hs⟩
    have hb := (variance_bound hN hZ hρ hm).1
    rw [variance, hm, hs, sub_self] at hb
    have hp : 0 < x * (1 - x) := mul_pos h0 (by linarith)
    linarith

end

end FractionalChargeVariance
```

```lean
#print axioms FractionalChargeVariance.variance_bound
#print axioms FractionalChargeVariance.nonneg_variance_insufficient
```

```
'FractionalChargeVariance.variance_bound' depends on axioms: [propext, Classical.choice, Quot.sound]
'FractionalChargeVariance.nonneg_variance_insufficient' depends on axioms: [propext, Classical.choice, Quot.sound]
```

## From the eigenframe to the equality case

`exists_eigenframe` diagonalises a Hermitian matrix in a unitary frame. `exists_factor` takes square roots of nonnegative diagonal entries there and returns the factor `B`.

`sectorGap_factor` applies this to $G$. It shows that each column of the frame is a nonzero eigenvector of `N`, so `IntegerSpectrum` makes its eigenvalue an integer `m`. The split `le_or_gt m K` is the two-case argument above, with `omega` settling the signs of the factors.

`variance_sub_eq` is the expansion of $\langle G\rangle$. It needs only unit trace and the given mean: `simp` expands the matrix product, `module` matches the scalar multiples of the resulting matrices, and `ring` compares the final numbers.

`variance_bound` factors both $G$ and $\rho$. Its step `key` rewrites the trace as that of $(BC^\dagger)^\dagger(BC^\dagger)$, whose nonnegativity gives the bound. For equality, `trace_conjTranspose_mul_self_eq_zero_iff` turns zero trace into $BC^\dagger=0$, and the `calc` block recovers $G\rho=0$. The converse uses cyclicity of the trace.

The witness is checked by computing its two moments. The last theorem gets its first half from the square $(a+b(K+x))^2$ and its second by applying `variance_bound` to a variance of zero, which contradicts $x(1-x)>0$.
